# Continuous phase shifts that scatter alike at every momentum differ by a fixed multiple of π

When an effective core potential removes the core states of an atom, one may ask whether it can leave the scattering of an electron unchanged. The scattering at one momentum fixes the phase shift there only up to a multiple of $\pi$, so two phase shifts that describe the same scattering may still differ by such multiples. Here a phase shift is a real function $\delta(k)$ that is continuous for momentum $k>0$. No potential and no Schrödinger equation enter: the phase shifts are given functions, in one partial wave whose angular momentum index is suppressed.

```lean
import Mathlib

open Filter Set
open scoped Real Topology

namespace PhaseShiftRigidity

noncomputable section
```

The S-matrix element of a phase $\delta$ is $S(\delta)=e^{2i\delta}$. Textbooks usually write it as a function of momentum, whereas `sElement` takes the phase itself, so the element at momentum $k$ is `sElement (δ k)`. A real phase means elastic scattering, with $|S|=1$.

```lean
/-- The partial-wave S-matrix element `exp(2iδ)` belonging to a real phase `δ`. -/
def sElement (δ : ℝ) : ℂ := Complex.exp (2 * Complex.I * (δ : ℂ))
```

The other quantity needed is the total fall of a phase shift. `LevinsonDrop δ N` says that $\delta$ has a limit $z$ as $k\to0^+$ and a limit $a$ as $k\to\infty$, with $z-a=N\pi$ for a natural number $N$. Despite its name, this definition counts no bound states.

```lean
/-- The phase shift has limits at zero and at infinite momentum, and falls by `N π`
from the first to the second. -/
def LevinsonDrop (δ : ℝ → ℝ) (N : ℕ) : Prop :=
  ∃ z a : ℝ, Tendsto δ (𝓝[>] 0) (𝓝 z) ∧ Tendsto δ atTop (𝓝 a) ∧ z - a = N * π
```

## (a) Phases with the same S-matrix element

**Task.** Let $a$ and $b$ be real phases. Show that
$$S(a)=S(b)\iff a-b=m\pi\ \text{ for some integer } m.$$

**Solution.** The complex exponential has period $2\pi i$, so $e^{2ia}=e^{2ib}$ holds exactly when $2ia=2ib+2\pi i\,m$ for some integer $m$. Dividing by $2i$ gives $a=b+m\pi$. Each step can be reversed.

In Lean, `Complex.exp_eq_exp_iff_exists_int` supplies the periodicity. The forward direction cancels the factor $2i$ with `mul_left_cancel₀` and then carries the complex equation back to the real numbers. The reverse direction multiplies the real equation by $2i$.

```lean
/-- Two real phases give the same S-matrix element exactly when they differ by an
integer multiple of `π`. -/
theorem sElement_eq_iff (a b : ℝ) :
    sElement a = sElement b ↔ ∃ m : ℤ, a - b = m * π := by
  unfold sElement
  rw [Complex.exp_eq_exp_iff_exists_int]
  constructor
  · rintro ⟨m, hm⟩
    have h2I : (2 * Complex.I : ℂ) ≠ 0 := mul_ne_zero two_ne_zero Complex.I_ne_zero
    have h : (a : ℂ) = (b : ℂ) + (m : ℂ) * (π : ℂ) :=
      mul_left_cancel₀ h2I (by linear_combination hm)
    have h' : a = b + m * π := by exact_mod_cast h
    exact ⟨m, by linarith⟩
  · rintro ⟨m, hm⟩
    have h' : a = b + m * π := by linarith
    have h : (a : ℂ) = (b : ℂ) + (m : ℂ) * (π : ℂ) := by exact_mod_cast h'
    exact ⟨m, by linear_combination 2 * Complex.I * h⟩
```

## (b) Continuous functions with integer values

**Task.** Let $g$ be a real function, continuous on $k>0$, whose value at each $k>0$ is an integer. Show that for any $x,y>0$
$$g(x)<g(y)\ \text{ is impossible.}$$

**Solution.** Suppose that $g(x)=a$ and $g(y)=b$ with integers $a<b$. Then $a+1\le b$, so $a+\tfrac12$ lies between the two values. By the intermediate value theorem there is a $k>0$ with $g(k)=a+\tfrac12$. But $g(k)$ is an integer $m$, which gives $2m=2a+1$, an even number equal to an odd one.

The set `Ioi 0` is the half-line $k>0$. The statement puts $x$ and $y$ in no particular order, so it can be applied a second time with the two exchanged. The intermediate value theorem is used on the whole half-line, through its connectedness (`isPreconnected_Ioi`), and `omega` finds the parity contradiction.

```lean
/-- A continuous function of the momentum `k > 0` that takes only integer values
never increases from one momentum to another. -/
theorem integer_valued_not_lt {g : ℝ → ℝ} (hg : ContinuousOn g (Ioi 0))
    (hint : ∀ k > 0, ∃ m : ℤ, g k = m) {x y : ℝ} (hx : 0 < x) (hy : 0 < y) :
    ¬ g x < g y := by
  intro hlt
  obtain ⟨a, ha⟩ := hint x hx
  obtain ⟨b, hb⟩ := hint y hy
  rw [ha, hb] at hlt
  have hab : a + 1 ≤ b := by exact_mod_cast hlt
  have hab' : (a : ℝ) + 1 ≤ b := by exact_mod_cast hab
  -- a half-integer value would have to be taken in between
  have hmem : (a : ℝ) + 1 / 2 ∈ Icc (g x) (g y) :=
    ⟨by rw [ha]; linarith, by rw [hb]; linarith⟩
  obtain ⟨k, hk, hgk⟩ := isPreconnected_Ioi.intermediate_value hx hy hg hmem
  obtain ⟨m, hm⟩ := hint k hk
  have h2 : (2 : ℝ) * m = 2 * a + 1 := by linarith
  have h3 : 2 * m = 2 * a + 1 := by exact_mod_cast h2
  omega
```

## (c) One integer for all momenta

**Task.** Let $\delta_1$ and $\delta_2$ be continuous on $k>0$, with $S(\delta_1(k))=S(\delta_2(k))$ at every $k>0$. Show that there is a single integer $m$ such that
$$\delta_1(k)-\delta_2(k)=m\pi\quad\text{for all }k>0.$$

**Solution.** Part (a) gives an integer at each momentum, which might so far vary with $k$. Put
$$g(k)=\frac{\delta_1(k)-\delta_2(k)}{\pi}.$$
This function is continuous on $k>0$ and takes integer values there. By part (b), neither $g(1)<g(k)$ nor $g(k)<g(1)$ is possible, so $g(k)=g(1)$ for every $k>0$. The integer is $m=g(1)$.

The order of the quantifiers in the Lean statement, `∃ m : ℤ, ∀ k > 0`, expresses that $m$ does not depend on $k$. In the proof, `hg` and `hint` are the two properties of $g$, and `le_antisymm` joins the two uses of part (b).

```lean
/-- Two continuous phase shifts with the same S-matrix element at every `k > 0` differ
by one and the same integer multiple of `π` at all momenta. -/
theorem phase_difference_constant {δ₁ δ₂ : ℝ → ℝ}
    (h₁ : ContinuousOn δ₁ (Ioi 0)) (h₂ : ContinuousOn δ₂ (Ioi 0))
    (hS : ∀ k > 0, sElement (δ₁ k) = sElement (δ₂ k)) :
    ∃ m : ℤ, ∀ k > 0, δ₁ k - δ₂ k = m * π := by
  have hg : ContinuousOn (fun k => (δ₁ k - δ₂ k) / π) (Ioi 0) :=
    (h₁.sub h₂).div_const π
  have hint : ∀ k > 0, ∃ m : ℤ, (fun k => (δ₁ k - δ₂ k) / π) k = m := by
    intro k hk
    obtain ⟨m, hm⟩ := (sElement_eq_iff _ _).1 (hS k hk)
    exact ⟨m, (div_eq_iff Real.pi_ne_zero).2 hm⟩
  obtain ⟨m, hm⟩ := (sElement_eq_iff _ _).1 (hS 1 one_pos)
  refine ⟨m, fun k hk => ?_⟩
  have heq : (δ₁ k - δ₂ k) / π = (δ₁ 1 - δ₂ 1) / π :=
    le_antisymm (not_lt.1 (integer_valued_not_lt hg hint one_pos hk))
      (not_lt.1 (integer_valued_not_lt hg hint hk one_pos))
  rw [← hm]
  exact (div_left_inj' Real.pi_ne_zero).1 heq
```

## (d) What the zero-momentum limit fixes

**Task.** Keep the assumptions of part (c), and suppose in addition that $\delta_1(k)-\delta_2(k)\to n\pi$ as $k\to0^+$, with $n$ an integer. Show that
$$\delta_1(k)-\delta_2(k)=n\pi\quad\text{for all }k>0.$$

**Solution.** By part (c) the difference is a constant $m\pi$, so its limit at zero momentum is $m\pi$. A function has at most one limit there, hence $m\pi=n\pi$, and the difference is $n\pi$ throughout.

With $\delta_1$ for the full atom and $\delta_2$ for the core potential, $n$ is the change of the threshold phase in units of $\pi$. It is an assumed integer of either sign, not one computed from the removed states. The filter `𝓝[>] 0` in `h0` means the approach to zero from above, and only the difference has to converge, not each phase shift. The proof obtains the limit $m\pi$ by replacing the difference with its constant value, and `tendsto_nhds_unique` identifies the two limits.

```lean
/-- If two continuous phase shifts have the same S-matrix element at every `k > 0` and
their difference tends to `n π` at zero momentum, the difference is `n π` at every `k > 0`. -/
theorem phase_difference_eq {δ₁ δ₂ : ℝ → ℝ} {n : ℤ}
    (h₁ : ContinuousOn δ₁ (Ioi 0)) (h₂ : ContinuousOn δ₂ (Ioi 0))
    (hS : ∀ k > 0, sElement (δ₁ k) = sElement (δ₂ k))
    (h0 : Tendsto (fun k => δ₁ k - δ₂ k) (𝓝[>] 0) (𝓝 (n * π))) :
    ∀ k > 0, δ₁ k - δ₂ k = n * π := by
  obtain ⟨m, hm⟩ := phase_difference_constant h₁ h₂ hS
  -- the limit at zero momentum identifies the constant
  have hlim : Tendsto (fun k => δ₁ k - δ₂ k) (𝓝[>] 0) (𝓝 (m * π)) := by
    refine Tendsto.congr' ?_ tendsto_const_nhds
    filter_upwards [self_mem_nhdsWithin] with k hk using (hm k hk).symm
  intro k hk
  rw [hm k hk, tendsto_nhds_unique h0 hlim]
```

## (e) The phase at high energy

**Task.** Under the assumptions of part (d), let $\delta_2(k)\to a$ as $k\to\infty$. Show that
$$\lim_{k\to\infty}\delta_1(k)=a+n\pi.$$

**Solution.** For every $k>0$, part (d) gives $\delta_1(k)=\delta_2(k)+n\pi$. Letting $k\to\infty$ on the right gives $a+n\pi$.

So if removing core states lowers the threshold phase by $n\pi$ and leaves the scattering the same at every momentum, it lowers the high-energy phase by $n\pi$ as well. In Lean, `atTop` stands for $k\to\infty$. The proof adds the constant to the limit `ha` and uses part (d) at all positive $k$.

```lean
/-- If two continuous phase shifts have the same S-matrix element at every `k > 0`, their difference
tends to `n π` at zero momentum, and the second tends to `a` at infinite momentum, then the first
tends to `a + n π` at infinite momentum. -/
theorem high_energy_shift {δ₁ δ₂ : ℝ → ℝ} {n : ℤ} {a : ℝ}
    (h₁ : ContinuousOn δ₁ (Ioi 0)) (h₂ : ContinuousOn δ₂ (Ioi 0))
    (hS : ∀ k > 0, sElement (δ₁ k) = sElement (δ₂ k))
    (h0 : Tendsto (fun k => δ₁ k - δ₂ k) (𝓝[>] 0) (𝓝 (n * π)))
    (ha : Tendsto δ₂ atTop (𝓝 a)) : Tendsto δ₁ atTop (𝓝 (a + n * π)) := by
  refine Tendsto.congr' ?_ (ha.add_const (n * π))
  filter_upwards [eventually_gt_atTop 0] with k hk
  linarith [phase_difference_eq h₁ h₂ hS h0 k hk]
```

## (f) Phase shifts with different total falls

**Task.** Let $\delta_1$ and $\delta_2$ be continuous on $k>0$ and fall by $N_1\pi$ and $N_2\pi$ between zero and infinite momentum, with $N_1\neq N_2$. Show that
$$S(\delta_1(k))\neq S(\delta_2(k))\quad\text{for some }k>0.$$

**Solution.** Suppose that the S-matrix elements agree at every $k>0$. By part (c), $\delta_1-\delta_2=m\pi$ throughout. Write $z_1,z_2$ for the limits at zero momentum and $a_1,a_2$ for those at infinite momentum. Taking both limits of the difference gives
$$z_1-z_2=m\pi,\qquad a_1-a_2=m\pi.$$
Subtracting, $(z_1-a_1)-(z_2-a_2)=0$, that is, $N_1\pi=N_2\pi$. This contradicts $N_1\neq N_2$.

The step from here to core potentials is Levinson's relation, which equates the fall, in units of $\pi$, with the number of bound states in the partial wave. It holds for suitable short-range potentials, apart from a zero-energy resonance in the s wave, and it is not derived here. Where it applies to both potentials, a one-electron core potential with fewer bound states in a partial wave than the one-electron potential that represents the full atom cannot reproduce the elastic scattering in that wave at every energy. An ionic core has an attractive Coulomb tail with infinitely many bound states, so the relation does not apply to it in this form.

The Lean proof follows the same contradiction: `hz` and `ha` are the two displayed equations, and cancelling $\pi$ leaves $N_1=N_2$.

```lean
/-- Two continuous phase shifts that fall by different multiples `N₁ π` and `N₂ π` between
zero and infinite momentum have different S-matrix elements at some `k > 0`. -/
theorem scattering_differs_of_drop_ne {δ₁ δ₂ : ℝ → ℝ} {N₁ N₂ : ℕ}
    (h₁ : ContinuousOn δ₁ (Ioi 0)) (h₂ : ContinuousOn δ₂ (Ioi 0))
    (hN₁ : LevinsonDrop δ₁ N₁) (hN₂ : LevinsonDrop δ₂ N₂) (hne : N₁ ≠ N₂) :
    ∃ k > 0, sElement (δ₁ k) ≠ sElement (δ₂ k) := by
  by_contra hcon
  have hS : ∀ k > 0, sElement (δ₁ k) = sElement (δ₂ k) := fun k hk =>
    by_contra fun h => hcon ⟨k, hk, h⟩
  obtain ⟨z₁, a₁, hz₁, ha₁, hd₁⟩ := hN₁
  obtain ⟨z₂, a₂, hz₂, ha₂, hd₂⟩ := hN₂
  obtain ⟨m, hm⟩ := phase_difference_constant h₁ h₂ hS
  -- both ends of the momentum axis are shifted by the same amount
  have hz : z₁ - z₂ = m * π := by
    refine tendsto_nhds_unique (hz₁.sub hz₂) (Tendsto.congr' ?_ tendsto_const_nhds)
    filter_upwards [self_mem_nhdsWithin] with k hk using (hm k hk).symm
  have ha : a₁ - a₂ = m * π := by
    refine tendsto_nhds_unique (ha₁.sub ha₂) (Tendsto.congr' ?_ tendsto_const_nhds)
    filter_upwards [eventually_gt_atTop 0] with k hk using (hm k hk).symm
  have hN : (N₁ : ℝ) * π = N₂ * π := by linarith
  exact hne (by exact_mod_cast mul_right_cancel₀ Real.pi_ne_zero hN)
```

## (g) A phase with one jump

**Task.** Let $\delta(k)=0$ for $k<1$ and $\delta(k)=\pi$ for $k\ge1$. Show that
$$S(\delta(k))=S(0)\ \text{ for all }k,\qquad \lim_{k\to0^+}\delta(k)=0,\qquad \delta(1)=\pi.$$

**Solution.** The values of $\delta$ are $0$ and $\pi$, and $e^{2\pi i}=1=e^0$, so the S-matrix element is always that of the zero phase. Near zero momentum $\delta$ is identically $0$, which gives the limit. At $k=1$ the second case applies.

Compare this with part (d) for $\delta_1=\delta$, $\delta_2=0$ and $n=0$. Every assumption holds except the continuity of $\delta_1$ at the single momentum $k=1$, and the conclusion fails. Continuity at all momenta but one is therefore not enough. The Lean proof splits into the cases $k<1$ and $k\ge1$ and uses part (a) with $m=1$ in the second.

```lean
/-- A phase that jumps from `0` to `π` at `k = 1` has the S-matrix element of the zero phase
everywhere and tends to `0` at zero momentum, but is `π` at `k = 1`. -/
theorem jump_example :
    let δ : ℝ → ℝ := fun k => if k < 1 then 0 else π
    (∀ k, sElement (δ k) = sElement 0) ∧ Tendsto δ (𝓝[>] 0) (𝓝 0) ∧ δ 1 = π := by
  intro δ
  refine ⟨fun k => ?_, ?_, if_neg (lt_irrefl 1)⟩
  · by_cases hk : k < 1
    · rw [show δ k = 0 from if_pos hk]
    · rw [show δ k = π from if_neg hk]
      exact (sElement_eq_iff _ _).2 ⟨1, by simp⟩
  · refine Tendsto.congr' ?_ tendsto_const_nhds
    filter_upwards [mem_nhdsWithin_of_mem_nhds (Iio_mem_nhds (zero_lt_one' ℝ))] with k hk
    exact (if_pos hk).symm
```

## (h) Agreement up to a finite momentum

For a natural number $N$ and a momentum $K>0$, consider the phase
$$w(k)=\frac{N\pi}{1+\max(k-K,0)},$$
called `windowPhase N K` in Lean.

```lean
/-- A phase equal to `N π` up to the momentum `K` and, for `N ≥ 1`, decaying beyond it. -/
def windowPhase (N : ℕ) (K k : ℝ) : ℝ := N * π / (1 + max (k - K) 0)
```

**Task.** Show that $w$ is continuous, that it falls by $N\pi$ while the zero phase falls by $0$, and that
$$S(w(k))=S(0)\quad\text{for }0<k\le K.$$

**Solution.** The denominator is continuous and at least $1$, so $w$ is continuous. For $k\le K$ the maximum is $0$ and $w(k)=N\pi$. Hence $S(w(k))=e^{2\pi iN}=1=S(0)$ for $0<k\le K$, and the limit at zero momentum is $N\pi$. For large $k$ the denominator is at least $1+k-K$, which grows without bound, so $w(k)\to0$. The fall is $N\pi-0=N\pi$. The zero phase has both limits equal to $0$.

For $N\ge1$ the two falls differ, although the scattering agrees up to $K$, and $K$ may be as large as one likes. Exact agreement of the scattering over a finite energy range therefore does not fix the fall of a phase shift that is only required to be continuous. No potential that produces $w$ is constructed, and for $N\ge1$ no local potential of finite range can produce it: the phase shift of such a potential is analytic in $k>0$, whereas $w$ is constant up to $K$ and not beyond.

In the proof, `hval` is the constant value for $k\le K$, `hc` is the continuity, and `hden` is the growth of the denominator, from which `Tendsto.div_atTop` gives the limit at infinity.

```lean
/-- For `K > 0` the window phase is continuous, has the S-matrix element of the zero phase for
`0 < k ≤ K`, and falls by `N π`, whereas the zero phase falls by `0`. -/
theorem window_example (N : ℕ) {K : ℝ} (hK : 0 < K) :
    Continuous (windowPhase N K) ∧
    (∀ k, 0 < k → k ≤ K → sElement (windowPhase N K k) = sElement 0) ∧
    LevinsonDrop (windowPhase N K) N ∧ LevinsonDrop (fun _ => 0) 0 := by
  have hval : ∀ k ≤ K, windowPhase N K k = N * π := by
    intro k hk
    unfold windowPhase
    rw [max_eq_right (by linarith), add_zero, div_one]
  have hc : Continuous (windowPhase N K) := by
    unfold windowPhase
    refine Continuous.div continuous_const
      (continuous_const.add ((continuous_id.sub continuous_const).max continuous_const)) ?_
    intro k
    have h : 0 ≤ max (k - K) 0 := le_max_right _ _
    exact ne_of_gt (by linarith)
  refine ⟨hc, fun k _ hk => ?_, ⟨N * π, 0, ?_, ?_, sub_zero _⟩,
    ⟨0, 0, tendsto_const_nhds, tendsto_const_nhds, by simp⟩⟩
  · rw [hval k hk]
    exact (sElement_eq_iff _ _).2 ⟨N, by simp⟩
  · have h := (hc.tendsto 0).mono_left (nhdsWithin_le_nhds (s := Ioi 0))
    rwa [hval 0 hK.le] at h
  · -- the denominator grows without bound
    have hden : Tendsto (fun k : ℝ => 1 + max (k - K) 0) atTop atTop := by
      refine tendsto_atTop_mono (fun k => ?_)
        (tendsto_atTop_add_const_right atTop (-K) tendsto_id)
      have h : k - K ≤ max (k - K) 0 := le_max_left _ _
      simp only [id]
      linarith
    exact Tendsto.div_atTop tendsto_const_nhds hden

end

end PhaseShiftRigidity
```

```lean
#print axioms PhaseShiftRigidity.phase_difference_constant
#print axioms PhaseShiftRigidity.high_energy_shift
#print axioms PhaseShiftRigidity.jump_example
#print axioms PhaseShiftRigidity.window_example
```

```
'PhaseShiftRigidity.phase_difference_constant' depends on axioms: [propext, Classical.choice, Quot.sound]
'PhaseShiftRigidity.high_energy_shift' depends on axioms: [propext, Classical.choice, Quot.sound]
'PhaseShiftRigidity.jump_example' depends on axioms: [propext, Classical.choice, Quot.sound]
'PhaseShiftRigidity.window_example' depends on axioms: [propext, Classical.choice, Quot.sound]
```
